# In a two-function Dirac–Coulomb basis, the exact 1s energy is neither the lowest nor the highest upper root

Take a hydrogen-like ion with nuclear charge $Z$, in atomic units with speed of light $c>Z$. Give the large radial component one function, $r^\gamma e^{-ar}$, and the small component one function, $r^\gamma e^{-br}$, with $\gamma=\sqrt{1-Z^2/c^2}$. Both include the usual factor $r$, so norms are integrals over $dr$. The Dirac problem becomes a 2×2 matrix. At $a=b=Z$ its upper root is the exact 1s energy $E=c^2(\gamma-1)$, rest energy subtracted. But I believe that varying $b$ can pull the root below $E$, and varying $a$ can push it above, so minimising over exponents is unsafe. Can this be proved, with the proof checked by machine?

## Kinetic energy enters only through the coupling

Yes, for all $0<Z<c$. With $a=Z$, every positive $b\ne Z$ even gives a root strictly below $E$.

For the 1s state the relativistic angular quantum number is $\kappa=-1$, and the coupling operator acts on the large function as $c(d/dr-1/r)$, which multiplies it by $c((\gamma-1)/r-a)$. From $\int_0^\infty r^{2\gamma}e^{-sr}dr=\Gamma(2\gamma+1)/s^{2\gamma+1}$, the mean of $1/r$ in this density is $s/(2\gamma)$, and the normalised functions overlap by $s_{ab}^{2\gamma+1}$, where $s_{ab}=2\sqrt{ab}/(a+b)$. Hence

$$M_{00}=-\frac{Za}{\gamma},\quad M_{11}=-2c^2-\frac{Zb}{\gamma},\quad M_{01}=c\,s_{ab}^{2\gamma+1}K,\quad K=\frac{(\gamma-1)(a+b)}{2\gamma}-a.$$

**Equal exponents.** At $a=b=Z$, $M_{01}=-cZ/\gamma$. Using $Z^2=c^2(1-\gamma^2)$, the upper root is

$$-c^2-\frac{Z^2}{\gamma}+\sqrt{c^4+\frac{c^2Z^2}{\gamma^2}}=-c^2-\frac{c^2(1-\gamma^2)}{\gamma}+\frac{c^2}{\gamma}=E.$$

**Wrong small exponent.** A number $x$ above both diagonal entries exceeds the upper root if $(x-M_{00})(x-M_{11})>M_{01}^2$. For $a=Z$ and $x=E$, the distances are $c^2(1-\gamma)/\gamma$ and $c^2(1+\gamma)+Zb/\gamma$. Since $s_{Zb}\le1$, $M_{01}^2\le c^2s_{Zb}^2K^2$, and

$$(E-M_{00})(E-M_{11})-c^2s_{Zb}^2K^2=\frac{c^2Z(Z-b)^2\,(Z+(1-\gamma)b)}{\gamma(Z+b)^2}>0\quad(b\neq Z).$$

**Small function too compact.** Let $b\to\infty$ with $a=Z$. The root is never below $M_{00}=-Z^2/\gamma$. Put $D=2c^2(1+\gamma)^2s_{Zb}^{4\gamma}/\gamma$. Because $|K|\le(1+\gamma)(Z+b)/(2\gamma)$, we have $M_{01}^2\le D\,Zb/(2\gamma)$. For $b\ge2Z$, $M_{00}-M_{11}>Zb/(2\gamma)$, so $D(D+M_{00}-M_{11})>M_{01}^2$ and the root lies below $M_{00}+D$. As $s_{Zb}\le2\sqrt{Z/b}\to0$, $D\to0$ and the root tends to $-Z^2/\gamma=E-c^2(1-\gamma)/\gamma<E$. Only potential energy is left.

**Large function too diffuse.** Let $a\to0^+$ with $b=Z$. Then $M_{00}\to0$ and $M_{01}\to0$, while $M_{11}$ stays negative. The root tends to $0>E$.

## What the Lean theorems say

`gam Z c` is $\gamma$. In `diracMatrix Z c a b`, index 0 is the large component and index 1 the small one. `upperRoot` is the explicit formula for the larger eigenvalue, and `upperRoot_isGreatest` identifies it as the greatest zero of the secular determinant.

`exact_root_not_extremal` assumes only `0 < Z` and `Z < c`. It states the value at $a=b=Z$, both limits (`atTop` is $b\to\infty$, `𝓝[>] 0` is $a\to0^+$) and their strict order relative to $E$. `upperRoot_lt_exact` is the strict inequality for $b\ne Z$.

The model is one electron, a point nucleus and one function per component. The matrix is a definition: the file proves the integrals behind it, but takes the radial Dirac operator and its exact 1s energy from physics.

```lean
import Mathlib

open Filter Topology Set

namespace DiracExponents

noncomputable section

/-- The radial integral of `r^p exp(-s r)` over `r > 0`, for `p > -1` and `s > 0`. -/
def radialIntegral (p s : ℝ) : ℝ := ∫ r in Ioi (0 : ℝ), r ^ p * Real.exp (-(s * r))

/-- The exponent `γ = √(1 - Z²/c²)` of the Dirac 1s function at the nucleus, for `0 < Z < c`. -/
def gam (Z c : ℝ) : ℝ := Real.sqrt (1 - Z ^ 2 / c ^ 2)

/-- The radial Dirac-Coulomb matrix (κ = -1, rest energy subtracted) in the normalised functions
`r^γ exp(-a r)` (large component) and `r^γ exp(-b r)` (small component),
for `0 < Z < c` and `a, b > 0`. -/
def diracMatrix (Z c a b : ℝ) : Matrix (Fin 2) (Fin 2) ℝ :=
  let g := gam Z c
  let w := c * (2 * √(a * b) / (a + b)) ^ (2 * g + 1) * ((g - 1) * (a + b) / (2 * g) - a)
  !![-(Z * a / g), w; w, -2 * c ^ 2 - Z * b / g]

/-- The larger eigenvalue of a real symmetric 2 × 2 matrix. -/
def upperRoot (M : Matrix (Fin 2) (Fin 2) ℝ) : ℝ :=
  (M 0 0 + M 1 1) / 2 + √(((M 0 0 - M 1 1) / 2) ^ 2 + M 0 1 ^ 2)

/-- The radial integral in closed form, for `p > -1` and `s > 0`. -/
theorem radialIntegral_eq {p s : ℝ} (hp : 0 < p + 1) (hs : 0 < s) :
    radialIntegral p s = (1 / s) ^ (p + 1) * Real.Gamma (p + 1) := by
  have h := Real.integral_rpow_mul_exp_neg_mul_Ioi hp hs
  rw [add_sub_cancel_right] at h
  exact h

/-- For `g, s > 0` the mean of `1/r` in the density `r^(2g) exp(-s r)` is `s/(2g)`. -/
theorem inverse_radius {g s : ℝ} (hg : 0 < g) (hs : 0 < s) :
    radialIntegral (2 * g - 1) s = s / (2 * g) * radialIntegral (2 * g) s := by
  have h1 : 1 / s ≠ 0 := by positivity
  have h2 : 2 * g ≠ 0 := by positivity
  rw [radialIntegral_eq (p := 2 * g - 1) (by linarith) hs,
    radialIntegral_eq (p := 2 * g) (by linarith) hs, sub_add_cancel,
    Real.rpow_add_one h1, Real.Gamma_add_one h2]
  generalize (1 / s) ^ (2 * g) = X
  generalize Real.Gamma (2 * g) = G
  field_simp

/-- For `g, a, b > 0` the overlap of `r^g exp(-a r)` and `r^g exp(-b r)` is
`(2√(ab)/(a+b))^(2g+1)` times the product of their norms. -/
theorem overlap {g a b : ℝ} (hg : 0 < g) (ha : 0 < a) (hb : 0 < b) :
    radialIntegral (2 * g) (a + b) = (2 * √(a * b) / (a + b)) ^ (2 * g + 1) *
      √(radialIntegral (2 * g) (2 * a) * radialIntegral (2 * g) (2 * b)) := by
  have hp : 0 < 2 * g + 1 := by positivity
  rw [radialIntegral_eq hp (by positivity), radialIntegral_eq hp (by positivity),
    radialIntegral_eq hp (by positivity)]
  have hG := Real.Gamma_pos_of_pos hp
  have ht : 0 < √(a * b) := Real.sqrt_pos.2 (by positivity)
  have q : √(a * b) * √(a * b) = a * b := Real.mul_self_sqrt (by positivity)
  generalize √(a * b) = t at *
  generalize Real.Gamma (2 * g + 1) = G at *
  generalize 2 * g + 1 = p at *
  have e : 1 / (2 * a) * (1 / (2 * b)) = 1 / (2 * t) * (1 / (2 * t)) := by
    rw [div_mul_div_comm, div_mul_div_comm,
      show 2 * a * (2 * b) = 2 * t * (2 * t) by linear_combination -4 * q]
  -- the product of the two squared norms is a perfect square
  have key : (1 / (2 * a)) ^ p * G * ((1 / (2 * b)) ^ p * G) = ((1 / (2 * t)) ^ p * G) ^ 2 := by
    rw [mul_mul_mul_comm, ← Real.mul_rpow (by positivity) (by positivity), e,
      Real.mul_rpow (by positivity) (by positivity)]
    ring
  rw [key, Real.sqrt_sq (by positivity), ← mul_assoc,
    ← Real.mul_rpow (by positivity) (by positivity),
    show 2 * t / (a + b) * (1 / (2 * t)) = 1 / (a + b) by field_simp]

/-- The upper root of the Dirac matrix `M = diracMatrix Z c a b` is the greatest real solution `x`
of the secular equation `det(M - x) = 0`. -/
theorem upperRoot_isGreatest (Z c a b : ℝ) :
    IsGreatest {x : ℝ | (diracMatrix Z c a b - x • 1).det = 0}
      (upperRoot (diracMatrix Z c a b)) := by
  have h10 : diracMatrix Z c a b 1 0 = diracMatrix Z c a b 0 1 := rfl
  generalize diracMatrix Z c a b = M at *
  have hd : ∀ x : ℝ, (M - x • 1).det = (M 0 0 - x) * (M 1 1 - x) - M 0 1 ^ 2 := by
    intro x
    simp [Matrix.det_fin_two, h10, pow_two]
  have hs := Real.sq_sqrt (show 0 ≤ ((M 0 0 - M 1 1) / 2) ^ 2 + M 0 1 ^ 2 by positivity)
  constructor
  · rw [Set.mem_ofPred_eq, hd, upperRoot]
    linear_combination hs
  · intro x hx
    rw [Set.mem_ofPred_eq, hd] at hx
    have h := (le_abs_self _).trans (Real.abs_le_sqrt
      (show (x - (M 0 0 + M 1 1) / 2) ^ 2 ≤ ((M 0 0 - M 1 1) / 2) ^ 2 + M 0 1 ^ 2 by
        linarith))
    rw [upperRoot]
    linarith

/-- A number above both diagonal entries lies above the upper root if the product of its
distances to them exceeds the squared coupling. -/
theorem upperRoot_lt {M : Matrix (Fin 2) (Fin 2) ℝ} {x : ℝ} (h0 : M 0 0 < x) (h1 : M 1 1 < x)
    (h : M 0 1 ^ 2 < (x - M 0 0) * (x - M 1 1)) : upperRoot M < x := by
  have hs : √(((M 0 0 - M 1 1) / 2) ^ 2 + M 0 1 ^ 2) < x - (M 0 0 + M 1 1) / 2 := by
    rw [Real.sqrt_lt' (by linarith)]
    linarith
  rw [upperRoot]
  linarith

/-- For `0 < Z < c` the exponent obeys `0 < γ < 1` and `Z² = c²(1 - γ²)`, and the energy
`c²(γ - 1)` lies above `-Z²/γ` by `c²(1 - γ)/γ`. -/
theorem gam_facts {Z c : ℝ} (hZ : 0 < Z) (hc : Z < c) :
    0 < gam Z c ∧ gam Z c < 1 ∧ Z ^ 2 = c ^ 2 * (1 - gam Z c ^ 2) ∧
      c ^ 2 * (gam Z c - 1) + Z ^ 2 / gam Z c = c ^ 2 * (1 - gam Z c) / gam Z c := by
  have c0 : 0 < c := hZ.trans hc
  have h1 : Z ^ 2 / c ^ 2 < 1 := by
    rw [div_lt_one (by positivity)]
    nlinarith
  have h0 : 0 < Z ^ 2 / c ^ 2 := by positivity
  have hg : 0 < gam Z c := Real.sqrt_pos.2 (by linarith)
  have h : gam Z c ^ 2 = 1 - Z ^ 2 / c ^ 2 := Real.sq_sqrt (by linarith)
  have hd : c ^ 2 * (Z ^ 2 / c ^ 2) = Z ^ 2 := by field_simp
  have hZ2 : Z ^ 2 = c ^ 2 * (1 - gam Z c ^ 2) := by rw [h, sub_sub_cancel, hd]
  refine ⟨hg, by nlinarith, hZ2, ?_⟩
  rw [hZ2]
  field_simp
  ring

/-- For `0 < Z < c` and large-component exponent `Z`, every small-component exponent `b > 0`
other than `Z` puts the upper root strictly below `c²(γ - 1)`. -/
theorem upperRoot_lt_exact {Z c b : ℝ} (hZ : 0 < Z) (hc : Z < c) (hb : 0 < b) (hne : b ≠ Z) :
    upperRoot (diracMatrix Z c Z b) < c ^ 2 * (gam Z c - 1) := by
  obtain ⟨g0, g1, gZ, gE⟩ := gam_facts hZ hc
  have c0 : 0 < c := hZ.trans hc
  have h00 : diracMatrix Z c Z b 0 0 = -(Z * Z / gam Z c) := rfl
  have h11 : diracMatrix Z c Z b 1 1 = -2 * c ^ 2 - Z * b / gam Z c := rfl
  have h01 : diracMatrix Z c Z b 0 1 = c * (2 * √(Z * b) / (Z + b)) ^ (2 * gam Z c + 1) *
    ((gam Z c - 1) * (Z + b) / (2 * gam Z c) - Z) := rfl
  generalize gam Z c = g at *
  have g1' : 0 < 1 - g := by linarith
  have e0 : c ^ 2 * (g - 1) - -(Z * Z / g) = c ^ 2 * (1 - g) / g := by rw [← gE]; ring
  have e1 : c ^ 2 * (g - 1) - (-2 * c ^ 2 - Z * b / g) = c ^ 2 * (1 + g) + Z * b / g := by ring
  have p0 : 0 < c ^ 2 * (1 - g) / g := by positivity
  have p1 : 0 < c ^ 2 * (1 + g) + Z * b / g := by positivity
  have hs : 0 < 2 * √(Z * b) / (Z + b) := by positivity
  have hs2 : (2 * √(Z * b) / (Z + b)) ^ 2 = 4 * (Z * b) / (Z + b) ^ 2 := by
    rw [div_pow, mul_pow, Real.sq_sqrt (by positivity)]
    norm_num
  generalize 2 * √(Z * b) / (Z + b) = s at *
  have hs1 : s ≤ 1 := by
    have : s ^ 2 ≤ 1 := by
      rw [hs2, div_le_one (by positivity)]
      nlinarith [sq_nonneg (Z - b)]
    nlinarith
  -- the overlap factor is at most its base
  have hS : s ^ (2 * g + 1) ≤ s := by
    have := Real.rpow_le_rpow_of_exponent_ge hs hs1 (show (1 : ℝ) ≤ 2 * g + 1 by linarith)
    rwa [Real.rpow_one] at this
  have hS2 : (s ^ (2 * g + 1)) ^ 2 ≤ s ^ 2 := pow_le_pow_left₀ (by positivity) hS 2
  refine upperRoot_lt (by rw [h00]; linarith) (by rw [h11]; linarith) ?_
  rw [h00, h11, h01, e0, e1, mul_pow, mul_pow]
  have hR : c ^ 2 * (1 - g) / g * (c ^ 2 * (1 + g) + Z * b / g) =
      c ^ 2 / g ^ 2 * (g * Z ^ 2 + (1 - g) * Z * b) := by
    rw [gZ]
    field_simp
    ring
  have hd : c ^ 2 / g ^ 2 * (g * Z ^ 2 + (1 - g) * Z * b) -
      c ^ 2 * (4 * (Z * b) / (Z + b) ^ 2) * ((g - 1) * (Z + b) / (2 * g) - Z) ^ 2 =
      c ^ 2 * Z * (g * (Z - b) ^ 2 * (Z + (1 - g) * b)) / (g ^ 2 * (Z + b) ^ 2) := by
    field_simp
    ring
  have hq : 0 < (Z - b) ^ 2 :=
    lt_of_le_of_ne (sq_nonneg _) (pow_ne_zero 2 (sub_ne_zero.2 hne.symm)).symm
  have hpos : 0 < c ^ 2 * Z * (g * (Z - b) ^ 2 * (Z + (1 - g) * b)) /
      (g ^ 2 * (Z + b) ^ 2) := by positivity
  calc _ ≤ c ^ 2 * s ^ 2 * ((g - 1) * (Z + b) / (2 * g) - Z) ^ 2 := by gcongr
    _ < _ := by rw [hR, hs2]; linarith

/-- For `0 < Z < c` and large-component exponent `Z`, the upper root tends to `-Z²/γ` as the
small-component exponent grows without bound. -/
theorem tendsto_small_exponent {Z c : ℝ} (hZ : 0 < Z) (hc : Z < c) :
    Tendsto (fun b => upperRoot (diracMatrix Z c Z b)) atTop (𝓝 (-(Z ^ 2 / gam Z c))) := by
  obtain ⟨g0, g1, -, -⟩ := gam_facts hZ hc
  have c0 : 0 < c := hZ.trans hc
  have h00 : ∀ b, diracMatrix Z c Z b 0 0 = -(Z * Z / gam Z c) := fun _ => rfl
  have h11 : ∀ b, diracMatrix Z c Z b 1 1 = -2 * c ^ 2 - Z * b / gam Z c := fun _ => rfl
  have h01 : ∀ b, diracMatrix Z c Z b 0 1 = c * (2 * √(Z * b) / (Z + b)) ^ (2 * gam Z c + 1) *
    ((gam Z c - 1) * (Z + b) / (2 * gam Z c) - Z) := fun _ => rfl
  generalize gam Z c = g at *
  -- the base of the overlap factor vanishes like `1/√b`
  have hs : Tendsto (fun b => 2 * √(Z * b) / (Z + b)) atTop (𝓝 0) := by
    refine squeeze_zero' ?_ ?_ (Real.tendsto_sqrt_atTop.const_div_atTop (2 * √Z))
    · filter_upwards [eventually_gt_atTop 0] with b hb
      positivity
    · filter_upwards [eventually_gt_atTop 0] with b hb
      have hz : 0 < √Z := Real.sqrt_pos.2 hZ
      have q : √b * √b = b := Real.mul_self_sqrt hb.le
      rw [Real.sqrt_mul hZ.le, div_le_div_iff₀ (by positivity) (by positivity)]
      calc 2 * (√Z * √b) * √b = 2 * √Z * b := by linear_combination 2 * √Z * q
        _ ≤ 2 * √Z * (Z + b) := by nlinarith [mul_pos hz hZ]
  have hT := hs.rpow_const (p := 2 * g) (Or.inr (by positivity))
  rw [Real.zero_rpow (by positivity)] at hT
  have hup := ((hT.pow 2).const_mul (2 * c ^ 2 * (1 + g) ^ 2 / g)).const_add (-(Z ^ 2 / g))
  rw [zero_pow two_ne_zero, mul_zero, add_zero] at hup
  refine tendsto_of_tendsto_of_tendsto_of_le_of_le' tendsto_const_nhds hup ?_ ?_
  · refine Eventually.of_forall fun b => ?_
    have hz : Z ^ 2 / g = Z * Z / g := by ring
    rw [hz, ← h00 b, upperRoot]
    generalize diracMatrix Z c Z b = M
    have h := (le_abs_self _).trans (Real.abs_le_sqrt
      (show ((M 0 0 - M 1 1) / 2) ^ 2 ≤ ((M 0 0 - M 1 1) / 2) ^ 2 + M 0 1 ^ 2 by
        linarith [sq_nonneg (M 0 1)]))
    linarith
  · filter_upwards [eventually_ge_atTop (2 * Z)] with b hb
    have b0 : 0 < b := by linarith
    have s0 : 0 < 2 * √(Z * b) / (Z + b) := by positivity
    have hs2 : (2 * √(Z * b) / (Z + b)) ^ 2 = 4 * (Z * b) / (Z + b) ^ 2 := by
      rw [div_pow, mul_pow, Real.sq_sqrt (by positivity)]
      norm_num
    have hw := h01 b
    rw [Real.rpow_add_one s0.ne'] at hw
    generalize 2 * √(Z * b) / (Z + b) = s at *
    have T0 : 0 < s ^ (2 * g) := by positivity
    generalize s ^ (2 * g) = T at *
    have hK : ((g - 1) * (Z + b) / (2 * g) - Z) ^ 2 ≤ ((1 + g) * (Z + b) / (2 * g)) ^ 2 := by
      have k1 : (1 + g) * (Z + b) / (2 * g) + ((g - 1) * (Z + b) / (2 * g) - Z) = b := by
        field_simp
        ring
      have k2 : (1 + g) * (Z + b) / (2 * g) - ((g - 1) * (Z + b) / (2 * g) - Z) =
          (Z + b) / g + Z := by
        field_simp
        ring
      have k3 : 0 < (Z + b) / g + Z := by positivity
      exact sq_le_sq' (by linarith) (by linarith)
    have hD : 0 < 2 * c ^ 2 * (1 + g) ^ 2 / g * T ^ 2 := by positivity
    have hgap : Z * b / (2 * g) ≤ Z * b / g - Z * Z / g := by
      have : Z * b / g - Z * Z / g - Z * b / (2 * g) = Z * (b - 2 * Z) / (2 * g) := by
        field_simp
        ring
      have : 0 ≤ Z * (b - 2 * Z) / (2 * g) :=
        div_nonneg (mul_nonneg hZ.le (by linarith)) (by positivity)
      linarith
    have hzb : 0 < Z * b / (2 * g) := by positivity
    have hc2 : 0 < c ^ 2 := by positivity
    have hz : Z ^ 2 / g = Z * Z / g := by ring
    refine (upperRoot_lt (by rw [h00]; linarith) (by rw [h11]; linarith) ?_).le
    rw [h00, h11, hw]
    calc (c * (T * s) * ((g - 1) * (Z + b) / (2 * g) - Z)) ^ 2
        = c ^ 2 * T ^ 2 * s ^ 2 * ((g - 1) * (Z + b) / (2 * g) - Z) ^ 2 := by ring
      _ ≤ c ^ 2 * T ^ 2 * s ^ 2 * ((1 + g) * (Z + b) / (2 * g)) ^ 2 := by gcongr
      _ = 2 * c ^ 2 * (1 + g) ^ 2 / g * T ^ 2 * (Z * b / (2 * g)) := by
        rw [hs2]
        field_simp
        ring
      _ < 2 * c ^ 2 * (1 + g) ^ 2 / g * T ^ 2 * (2 * c ^ 2 * (1 + g) ^ 2 / g * T ^ 2 +
          2 * c ^ 2 + (Z * b / g - Z * Z / g)) := mul_lt_mul_of_pos_left (by linarith) hD
      _ = _ := by ring

/-- For `0 < Z < c` the upper root is `E = c²(γ - 1)` at `a = b = Z`; it tends to `-Z²/γ < E`
for `a = Z`, `b → ∞`, and to `0 > E` for `b = Z`, `a → 0⁺`. -/
theorem exact_root_not_extremal {Z c : ℝ} (hZ : 0 < Z) (hc : Z < c) :
    upperRoot (diracMatrix Z c Z Z) = c ^ 2 * (gam Z c - 1) ∧
    (Tendsto (fun b => upperRoot (diracMatrix Z c Z b)) atTop (𝓝 (-(Z ^ 2 / gam Z c))) ∧
      -(Z ^ 2 / gam Z c) < c ^ 2 * (gam Z c - 1)) ∧
    (Tendsto (fun a => upperRoot (diracMatrix Z c a Z)) (𝓝[>] 0) (𝓝 0) ∧
      c ^ 2 * (gam Z c - 1) < 0) := by
  have hlim := tendsto_small_exponent hZ hc
  obtain ⟨g0, g1, gZ, gE⟩ := gam_facts hZ hc
  have c0 : 0 < c := hZ.trans hc
  have h00 : ∀ a, diracMatrix Z c a Z 0 0 = -(Z * a / gam Z c) := fun _ => rfl
  have h11 : ∀ a, diracMatrix Z c a Z 1 1 = -2 * c ^ 2 - Z * Z / gam Z c := fun _ => rfl
  have h01 : ∀ a, diracMatrix Z c a Z 0 1 = c * (2 * √(a * Z) / (a + Z)) ^ (2 * gam Z c + 1) *
    ((gam Z c - 1) * (a + Z) / (2 * gam Z c) - a) := fun _ => rfl
  generalize gam Z c = g at *
  have g1' : 0 < 1 - g := by linarith
  have p0 : 0 < c ^ 2 * (1 - g) / g := by positivity
  refine ⟨?_, ⟨hlim, by linarith⟩, ?_, by nlinarith [mul_pos (pow_pos c0 2) g1']⟩
  · -- equal exponents: the overlap is one and the discriminant is a perfect square
    have hb : 2 * √(Z * Z) / (Z + Z) = 1 := by
      rw [Real.sqrt_mul_self hZ.le, ← two_mul, div_self (by positivity)]
    have hK : (g - 1) * (Z + Z) / (2 * g) - Z = -(Z / g) := by
      field_simp
      ring
    have hD : ((-(Z * Z / g) - (-2 * c ^ 2 - Z * Z / g)) / 2) ^ 2 + (c * 1 * -(Z / g)) ^ 2 =
        (c ^ 2 / g) ^ 2 := by
      calc _ = c ^ 4 + c ^ 2 * Z ^ 2 / g ^ 2 := by ring
        _ = _ := by
          rw [gZ]
          field_simp
          ring
    rw [upperRoot, h00, h11, h01, hb, Real.one_rpow, hK, hD, Real.sqrt_sq (by positivity)]
    have e : c ^ 2 * (1 - g) / g = c ^ 2 / g - c ^ 2 := by field_simp
    rw [e] at gE
    linear_combination -gE
  · -- a diffuse large component decouples from the small one
    have hbase : Tendsto (fun a : ℝ => 2 * √(a * Z) / (a + Z)) (𝓝 0) (𝓝 0) := by
      have h : ContinuousAt (fun a : ℝ => 2 * √(a * Z) / (a + Z)) 0 :=
        ContinuousAt.div (by fun_prop) (by fun_prop) (by simpa using hZ.ne')
      simpa using h.tendsto
    have hS := hbase.rpow_const (p := 2 * g + 1) (Or.inr (by positivity))
    rw [Real.zero_rpow (by positivity)] at hS
    have hK : Tendsto (fun a : ℝ => (g - 1) * (a + Z) / (2 * g) - a) (𝓝 0)
        (𝓝 ((g - 1) * (0 + Z) / (2 * g) - 0)) :=
      Continuous.tendsto (by fun_prop) 0
    have hw := (hS.const_mul c).mul hK
    rw [mul_zero, zero_mul] at hw
    have hp : Tendsto (fun a : ℝ => -(Z * a / g)) (𝓝 0) (𝓝 (-(Z * 0 / g))) :=
      Continuous.tendsto (by fun_prop) 0
    rw [mul_zero, zero_div, neg_zero] at hp
    have hq : 0 < 2 * c ^ 2 + Z * Z / g := by positivity
    have h := ((hp.add_const (-2 * c ^ 2 - Z * Z / g)).div_const 2).add
      ((((hp.sub_const (-2 * c ^ 2 - Z * Z / g)).div_const 2).pow 2).add (hw.pow 2)).sqrt
    have hv : (0 + (-2 * c ^ 2 - Z * Z / g)) / 2 +
        √(((0 - (-2 * c ^ 2 - Z * Z / g)) / 2) ^ 2 + 0 ^ 2) = 0 := by
      rw [zero_pow two_ne_zero, add_zero, Real.sqrt_sq (by linarith)]
      ring
    rw [hv] at h
    simp only [upperRoot, h00, h11, h01]
    exact h.mono_left nhdsWithin_le_nhds

end

end DiracExponents
```

```lean
#print axioms DiracExponents.overlap
#print axioms DiracExponents.upperRoot_isGreatest
#print axioms DiracExponents.upperRoot_lt_exact
#print axioms DiracExponents.exact_root_not_extremal
```

```
'DiracExponents.overlap' depends on axioms: [propext, Classical.choice, Quot.sound]
'DiracExponents.upperRoot_isGreatest' depends on axioms: [propext, Classical.choice, Quot.sound]
'DiracExponents.upperRoot_lt_exact' depends on axioms: [propext, Classical.choice, Quot.sound]
'DiracExponents.exact_root_not_extremal' depends on axioms: [propext, Classical.choice, Quot.sound]
```

## From the algebra to the Lean proof

`radialIntegral_eq`, `inverse_radius` and `overlap` supply the Gamma integrals. `gam_facts` holds the relations between $Z$, $c$, $\gamma$ and $E$, and `upperRoot_lt` is the criterion for lying above the root.

In `upperRoot_lt_exact`, `hS` bounds the overlap factor by its base and `hd` is the displayed difference, checked by `field_simp` and `ring`. `tendsto_small_exponent` squeezes the root between $M_{00}$ and $M_{00}+D$. The final theorem finds the perfect square under the root at equal exponents, and obtains the limit $a\to0^+$ by continuity.

## In a basis-set program

A program for this model would diagonalise the matrix, discard the lower root, which lies below $-2c^2$, and keep the upper one. At $a=Z$ that root has its strict maximum over $b$ at the exact solution $b=Z$, so any change of $b$ from $Z$ lowers it, and minimising over $b$ drives the exponent away from $Z$. In this one-electron, two-function model, a scan over $b$ with $a=Z$ fixed is a simple check: the root should touch $c^2(\gamma-1)$ at $b=Z$ and stay below it elsewhere. In larger bases, kinetic balance reduces such failures by deriving the small functions from the large ones instead of optimising them freely, though it does not by itself guarantee an upper bound.
